# The two-level band-centre model bounds the lowest adsorbate–substrate level from above

## The error made by ignoring the width

In a one-electron model, replace the band of a metal surface by a single level at its centre, here the mean of its levels weighted by their squared couplings to one adsorbate level. Two surfaces with the same centre and the same total coupling, the square root of the sum of the squared couplings, then get the same lowest level, however different their band widths. If either band has levels that differ, all coupled to the adsorbate, its value is too high.

Take an adsorbate level at $0$ and two substrate levels at $\pm d$, each coupled to it by $w/\sqrt2$, with $d,w>0$. The band centre is $0$ and the total coupling is $w$, so the single-level replacement gives $-w$. The true lowest eigenvalue is $-\sqrt{w^2+d^2}$.

## The bound and its equality case

An adsorbate level $e_a$ couples by real $V_k\neq0$ to $n\ge1$ substrate levels $e_k$, which don't couple to each other. Define

$$W=\sqrt{\textstyle\sum_k V_k^2},\qquad c=\frac{\sum_k V_k^2e_k}{\sum_k V_k^2},\qquad T=\begin{pmatrix}e_a&W\\W&c\end{pmatrix}.$$

Let $E$ be the lowest eigenvalue of the full matrix $H$, and $E_2$ that of $T$. Then $E\le E_2$, with equality exactly when all $e_k$ coincide.

The centre $c$ is weighted by the squared couplings; it is in general not the plain average of the levels. For simple chemisorption models in electronic structure, the result fixes the sign of the band-centre error in the lowest one-electron level, for a finite, non-interacting substrate in an orthonormal basis. Going from this level to an adsorption energy is a further step, which needs the filling of all levels, the energies of the separated parts and the electron interaction.

## Derivation

**The bound.** For amplitudes $y_0,y_1$, put $y_0$ on the adsorbate and $y_1V_k/W$ on substrate level $k$. Call this vector $x$. Its squared norm is $y_0^2+y_1^2\sum_kV_k^2/W^2=y_0^2+y_1^2$, and

$$x^{T}Hx=e_ay_0^2+2y_0y_1\frac{\sum_kV_k^2}{W}+y_1^2\frac{\sum_kV_k^2e_k}{W^2}=e_ay_0^2+2Wy_0y_1+cy_1^2=y^{T}Ty.$$

Choose $y\neq0$ with $Ty=E_2y$. The variational principle gives $E\,|y|^2\le E_2\,|y|^2$, hence $E\le E_2$.

**Equality forces equal levels.** Expanding $x$ in eigenvectors of $H$ shows that $x^{T}Hx=E|x|^2$ only if $Hx=Ex$. So if $E=E_2$, substrate row $k$ reads

$$V_ky_0+e_ky_1\frac{V_k}{W}=Ey_1\frac{V_k}{W},\qquad\text{that is}\qquad Wy_0+e_ky_1=Ey_1.$$

If $y_1=0$, then $y_0=0$ as well, which is excluded. Therefore $e_k=E-Wy_0/y_1$, the same number for every $k$.

**Equal levels give equality.** Now all $e_k=c$. Let $x\ne0$ satisfy $Hx=Ex$, with adsorbate amplitude $x_a$ and substrate amplitudes $x_k$:

$$(E-e_a)x_a=\sum_kV_kx_k,\qquad (E-c)x_k=V_kx_a.$$

If $x_a\neq0$, multiply the first equation by $E-c$ and insert the second. This gives $(E-e_a)(E-c)=W^2$, the secular equation of $T$, so $E$ is an eigenvalue of $T$ and $E\ge E_2$. If $x_a=0$, some $x_k\neq0$, so $E=c$. The vector $(0,1)$ has expectation $c$ in $T$, so again $E=c\ge E_2$. With the bound, $E=E_2$.

**Closed form.** The lower root of the secular equation is

$$E_2=\frac{e_a+c}{2}-\sqrt{\Big(\frac{e_a-c}{2}\Big)^2+W^2}.$$

## One substrate level, and a vanishing coupling

For $n=1$ we have $c=e_1$ and $W=|V_1|$. The matrices $H$ and $T$ differ at most in the sign of the coupling, which doesn't affect the eigenvalues, so $E=E_2$.

For the equality criterion it is not enough that some coupling is nonzero. Take $e_a=0$, $e=(0,5)$ and $V=(1,0)$. Then $c=0$, $W=1$ and $E_2=-1$, while $H$ has eigenvalues $-1,1,5$. Equality holds although the substrate levels differ.

## The Lean file

```lean
import Mathlib

open Matrix

namespace BandCentreVersusWidth

noncomputable section

variable {n ι : Type*} [Fintype n] [DecidableEq n] [Fintype ι] [DecidableEq ι]

/-- `μ` is an energy level of `A`: the equation `A x = μ x` has a nonzero solution. -/
def IsLevel (A : Matrix n n ℝ) (μ : ℝ) : Prop := ∃ x : n → ℝ, x ≠ 0 ∧ A *ᵥ x = μ • x

/-- `E` is the lowest energy level of `A`. -/
def IsLowestLevel (A : Matrix n n ℝ) (E : ℝ) : Prop :=
  IsLevel A E ∧ ∀ μ, IsLevel A μ → E ≤ μ

/-- The Hamiltonian of an adsorbate level `ea` (site `none`) coupled by `V k` to mutually
uncoupled substrate levels `e k` (sites `some k`). -/
def adsorbateH (ea : ℝ) (e V : ι → ℝ) : Matrix (Option ι) (Option ι) ℝ
  | none, none => ea
  | none, some k => V k
  | some k, none => V k
  | some k, some l => if k = l then e k else 0

/-- The Hamiltonian of two levels `a` and `b` with coupling `w`. -/
def twoLevel (a b w : ℝ) : Matrix (Fin 2) (Fin 2) ℝ := !![a, w; w, b]

/-- The total coupling, the square root of the sum of the squared couplings. -/
def coupling (V : ι → ℝ) : ℝ := √(∑ k, V k ^ 2)

/-- The band centre, the mean of the substrate levels weighted by the squared couplings;
it is meant for couplings that are not all zero. -/
def bandCentre (e V : ι → ℝ) : ℝ := (∑ k, V k ^ 2 * e k) / ∑ k, V k ^ 2

/-- The trial state with amplitude `y 0` on the adsorbate and `y 1` on the normalised substrate
combination proportional to `V`; it is meant for couplings that are not all zero. -/
def trial (V : ι → ℝ) (y : Fin 2 → ℝ) : Option ι → ℝ
  | none => y 0
  | some k => y 1 * (V k / coupling V)

/-- The energy levels of a real square matrix are the points of its real spectrum. -/
theorem isLevel_iff_mem_spectrum (A : Matrix n n ℝ) (μ : ℝ) :
    IsLevel A μ ↔ μ ∈ spectrum ℝ A := by
  rw [spectrum.mem_iff, Matrix.isUnit_iff_isUnit_det, isUnit_iff_ne_zero, not_not,
    ← Matrix.exists_mulVec_eq_zero_iff]
  unfold IsLevel
  refine exists_congr fun x => and_congr_right fun _ => ?_
  rw [Algebra.algebraMap_eq_smul_one, Matrix.sub_mulVec, Matrix.smul_mulVec,
    Matrix.one_mulVec, sub_eq_zero]
  exact eq_comm

/-- Every real Hermitian matrix on at least one site has a lowest energy level. -/
theorem exists_lowestLevel [Nonempty n] {A : Matrix n n ℝ} (hA : A.IsHermitian) :
    ∃ E, IsLowestLevel A E := by
  obtain ⟨i, hi⟩ := Finite.exists_min hA.eigenvalues
  refine ⟨hA.eigenvalues i,
    (isLevel_iff_mem_spectrum _ _).2 (hA.eigenvalues_mem_spectrum_real i), fun μ hμ => ?_⟩
  have h := (isLevel_iff_mem_spectrum _ _).1 hμ
  rw [hA.spectrum_real_eq_range_eigenvalues] at h
  obtain ⟨j, rfl⟩ := h
  exact hi j

/-- Variational principle for a real Hermitian matrix: the energy expectation of `x` is at least
the lowest level times the squared norm, with equality exactly when `A x = E x`. -/
theorem variational {A : Matrix n n ℝ} (hA : A.IsHermitian) {E : ℝ}
    (hE : IsLowestLevel A E) (x : n → ℝ) :
    E * (x ⬝ᵥ x) ≤ x ⬝ᵥ A *ᵥ x ∧ (E * (x ⬝ᵥ x) = x ⬝ᵥ A *ᵥ x ↔ A *ᵥ x = E • x) := by
  have hB : (A - E • (1 : Matrix n n ℝ)).IsHermitian := by
    refine hA.sub ?_
    unfold Matrix.IsHermitian
    rw [Matrix.conjTranspose_smul, Matrix.conjTranspose_one, star_trivial]
  have hmul : ∀ z, (A - E • (1 : Matrix n n ℝ)) *ᵥ z = A *ᵥ z - E • z := fun z => by
    rw [Matrix.sub_mulVec, Matrix.smul_mulVec, Matrix.one_mulVec]
  -- shifting by the lowest level leaves no negative eigenvalue
  have hP : (A - E • (1 : Matrix n n ℝ)).PosSemidef := by
    refine hB.posSemidef_iff_eigenvalues_nonneg.2 fun i => ?_
    obtain ⟨z, hz, h⟩ :=
      (isLevel_iff_mem_spectrum _ _).2 (hB.eigenvalues_mem_spectrum_real i)
    rw [hmul, sub_eq_iff_eq_add] at h
    have := hE.2 (hB.eigenvalues i + E) ⟨z, hz, by rw [h, add_smul]⟩
    change (0 : ℝ) ≤ hB.eigenvalues i
    linarith
  have h0 := hP.dotProduct_mulVec_nonneg x
  have h1 := hP.dotProduct_mulVec_zero_iff x
  rw [star_trivial, hmul, dotProduct_sub, dotProduct_smul, smul_eq_mul] at h0 h1
  rw [sub_eq_zero, sub_eq_zero] at h1
  exact ⟨by linarith, eq_comm.trans h1⟩

/-- The adsorbate Hamiltonian acting on a state, on the adsorbate and on each substrate level. -/
theorem adsorbateH_mulVec (ea : ℝ) (e V : ι → ℝ) (x : Option ι → ℝ) :
    (adsorbateH ea e V *ᵥ x) none = ea * x none + ∑ k, V k * x (some k) ∧
    ∀ k, (adsorbateH ea e V *ᵥ x) (some k) = V k * x none + e k * x (some k) := by
  constructor
  · simp [Matrix.mulVec, dotProduct, Fintype.sum_option, adsorbateH]
  · intro k
    simp [Matrix.mulVec, dotProduct, Fintype.sum_option, adsorbateH, ite_mul]

/-- The levels of the two-level Hamiltonian are the roots of its secular equation. -/
theorem isLevel_twoLevel_iff (a b w μ : ℝ) :
    IsLevel (twoLevel a b w) μ ↔ (μ - a) * (μ - b) = w ^ 2 := by
  have hdet : (algebraMap ℝ (Matrix (Fin 2) (Fin 2) ℝ) μ - twoLevel a b w).det
      = (μ - a) * (μ - b) - w ^ 2 := by
    rw [Matrix.det_fin_two]
    simp [twoLevel, Matrix.algebraMap_matrix_apply]
    ring
  rw [isLevel_iff_mem_spectrum, spectrum.mem_iff, Matrix.isUnit_iff_isUnit_det,
    isUnit_iff_ne_zero, not_not, hdet, sub_eq_zero]

/-- The lowest level of two coupled levels in closed form. -/
theorem twoLevel_lowest (a b w : ℝ) :
    IsLowestLevel (twoLevel a b w) ((a + b) / 2 - √(((a - b) / 2) ^ 2 + w ^ 2)) := by
  have hr := Real.sq_sqrt (show 0 ≤ ((a - b) / 2) ^ 2 + w ^ 2 by positivity)
  have hr0 := Real.sqrt_nonneg (((a - b) / 2) ^ 2 + w ^ 2)
  set r := √(((a - b) / 2) ^ 2 + w ^ 2)
  refine ⟨(isLevel_twoLevel_iff _ _ _ _).2 (by linear_combination hr), fun μ hμ => ?_⟩
  rw [isLevel_twoLevel_iff] at hμ
  by_contra hlt
  have h1 : r < (a + b) / 2 - μ := by linarith [not_le.1 hlt]
  nlinarith

/-- If the couplings are not all zero, the trial state has the norm and the energy expectation
of the corresponding state of the two-level model at the band centre. -/
theorem trial_energy (ea : ℝ) (e V : ι → ℝ) (hS : 0 < ∑ k, V k ^ 2) (y : Fin 2 → ℝ) :
    trial V y ⬝ᵥ trial V y = y ⬝ᵥ y ∧
    trial V y ⬝ᵥ adsorbateH ea e V *ᵥ trial V y
      = y ⬝ᵥ twoLevel ea (bandCentre e V) (coupling V) *ᵥ y := by
  have hW : coupling V ^ 2 = ∑ k, V k ^ 2 := Real.sq_sqrt hS.le
  have hW0 : coupling V ≠ 0 := (Real.sqrt_pos.2 hS).ne'
  have hc : bandCentre e V = (∑ k, V k ^ 2 * e k) / coupling V ^ 2 := by
    rw [hW, bandCentre]
  constructor
  · have h : ∑ k, y 1 * (V k / coupling V) * (y 1 * (V k / coupling V)) = y 1 * y 1 := by
      calc _ = y 1 * y 1 / coupling V ^ 2 * ∑ k, V k ^ 2 := by
            rw [Finset.mul_sum]
            exact Finset.sum_congr rfl fun k _ => by ring
        _ = _ := by rw [← hW]; field_simp
    simp only [dotProduct, Fintype.sum_option, Fin.sum_univ_two, trial, h]
  · have h1 : ∑ k, V k * (y 1 * (V k / coupling V)) = y 1 * coupling V := by
      calc _ = y 1 / coupling V * ∑ k, V k ^ 2 := by
            rw [Finset.mul_sum]
            exact Finset.sum_congr rfl fun k _ => by ring
        _ = _ := by rw [← hW]; field_simp
    have h2 : ∑ k, y 1 * (V k / coupling V) * (V k * y 0 + e k * (y 1 * (V k / coupling V)))
        = y 0 * (y 1 * coupling V) + y 1 ^ 2 * bandCentre e V := by
      rw [← h1, hc, Finset.mul_sum, Finset.sum_div, Finset.mul_sum, ← Finset.sum_add_distrib]
      exact Finset.sum_congr rfl fun k _ => by ring
    rw [dotProduct, Fintype.sum_option, (adsorbateH_mulVec ea e V _).1]
    simp only [(adsorbateH_mulVec ea e V _).2, trial, h1, h2]
    simp [twoLevel, Matrix.mulVec, dotProduct, Fin.sum_univ_two]
    ring

/-- For nonzero couplings to at least one substrate level, the lowest level of the adsorbate
Hamiltonian is at most that of the two-level model at the band centre, with equality exactly
when all substrate levels coincide. -/
theorem lowest_le_bandCentre_model [Nonempty ι] {ea E E₂ : ℝ} {e V : ι → ℝ}
    (hV : ∀ k, V k ≠ 0) (hE : IsLowestLevel (adsorbateH ea e V) E)
    (hE₂ : IsLowestLevel (twoLevel ea (bandCentre e V) (coupling V)) E₂) :
    E ≤ E₂ ∧ (E = E₂ ↔ ∀ k l, e k = e l) := by
  have hS : 0 < ∑ k, V k ^ 2 :=
    Finset.sum_pos (fun k _ => by have := hV k; positivity) Finset.univ_nonempty
  have hW : coupling V ^ 2 = ∑ k, V k ^ 2 := Real.sq_sqrt hS.le
  have hW0 : coupling V ≠ 0 := (Real.sqrt_pos.2 hS).ne'
  have hH : (adsorbateH ea e V).IsHermitian := by
    refine Matrix.IsHermitian.ext fun i j => ?_
    rcases i with _ | k <;> rcases j with _ | l
    · simp [adsorbateH]
    · simp [adsorbateH]
    · simp [adsorbateH]
    · by_cases h : k = l
      · subst h; simp [adsorbateH]
      · simp [adsorbateH, h, Ne.symm h]
  -- lift the ground state of the two-level model to a trial state
  obtain ⟨y, hy, hTy⟩ := hE₂.1
  obtain ⟨hn, hen⟩ := trial_energy ea e V hS y
  obtain ⟨hle, heq⟩ := variational hH hE (trial V y)
  rw [hn, hen, hTy, dotProduct_smul, smul_eq_mul] at hle heq
  have hyy : 0 < y ⬝ᵥ y := by
    have h0 : 0 ≤ y ⬝ᵥ y := Finset.sum_nonneg fun i _ => mul_self_nonneg (y i)
    exact lt_of_le_of_ne h0 fun h => hy (dotProduct_self_eq_zero.1 h.symm)
  have hEE : E ≤ E₂ := le_of_mul_le_mul_right hle hyy
  refine ⟨hEE, fun h => ?_, fun h => le_antisymm hEE ?_⟩
  · -- equality makes the trial state an eigenvector of the full Hamiltonian
    have hx := heq.1 (by rw [h])
    have hrow : ∀ k, y 0 * coupling V + e k * y 1 = E * y 1 := fun k => by
      have hk := congrFun hx (some k)
      rw [(adsorbateH_mulVec ea e V _).2 k] at hk
      simp only [trial, Pi.smul_apply, smul_eq_mul] at hk
      have hq : V k / coupling V * coupling V = V k := div_mul_cancel₀ _ hW0
      apply mul_left_cancel₀ (hV k)
      linear_combination coupling V * hk + (E * y 1 - e k * y 1) * hq
    have hy1 : y 1 ≠ 0 := fun h1 => by
      have h0 := hrow (Classical.arbitrary ι)
      rw [h1, mul_zero, mul_zero, add_zero] at h0
      have h00 := (mul_eq_zero.1 h0).resolve_right hW0
      apply hy
      ext i
      fin_cases i
      · exact h00
      · exact h1
    intro k l
    exact mul_right_cancel₀ hy1 (by linarith [hrow k, hrow l])
  · -- all substrate levels equal the band centre
    have hc : ∀ k, e k = bandCentre e V := fun k => by
      have hs : ∑ l, V l ^ 2 * e l = e k * ∑ l, V l ^ 2 := by
        rw [Finset.mul_sum]
        exact Finset.sum_congr rfl fun l _ => by rw [h l k]; ring
      rw [bandCentre, hs, mul_div_assoc, div_self hS.ne', mul_one]
    obtain ⟨x, hx, hHx⟩ := hE.1
    have hnone := congrFun hHx none
    rw [(adsorbateH_mulVec ea e V x).1, Pi.smul_apply, smul_eq_mul] at hnone
    have hsome : ∀ k, V k * x none = (E - bandCentre e V) * x (some k) := fun k => by
      have hk := congrFun hHx (some k)
      rw [(adsorbateH_mulVec ea e V x).2 k, Pi.smul_apply, smul_eq_mul, hc k] at hk
      linarith
    by_cases h0 : x none = 0
    · -- no adsorbate weight: the energy is the band centre itself
      have hEc : E = bandCentre e V := by
        by_contra hne
        apply hx
        ext i
        rcases i with _ | k
        · exact h0
        · have hk := hsome k
          rw [h0, mul_zero] at hk
          exact (mul_eq_zero.1 hk.symm).resolve_left (sub_ne_zero.2 hne)
      have hT : (twoLevel ea (bandCentre e V) (coupling V)).IsHermitian := by
        refine Matrix.IsHermitian.ext fun i j => ?_
        fin_cases i <;> fin_cases j <;> simp [twoLevel]
      have hv := (variational hT hE₂ ![0, 1]).1
      simp [twoLevel, Matrix.mulVec, dotProduct, Fin.sum_univ_two] at hv
      rw [hEc]
      exact hv
    · -- adsorbate weight: the energy solves the two-level secular equation
      refine hE₂.2 E ((isLevel_twoLevel_iff _ _ _ _).2 (mul_right_cancel₀ h0 ?_))
      have hsum : (E - bandCentre e V) * ∑ k, V k * x (some k)
          = (∑ k, V k ^ 2) * x none := by
        rw [Finset.mul_sum, Finset.sum_mul]
        exact Finset.sum_congr rfl fun k _ => by linear_combination -V k * hsome k
      rw [hW]
      linear_combination hsum - (E - bandCentre e V) * hnone

/-- For nonzero couplings, if two substrate levels differ, the lowest level of the adsorbate
Hamiltonian lies strictly below the closed two-level formula at the band centre. -/
theorem lowest_lt_of_width {ea E : ℝ} {e V : ι → ℝ} (hV : ∀ k, V k ≠ 0)
    (hE : IsLowestLevel (adsorbateH ea e V) E) {k l : ι} (hkl : e k ≠ e l) :
    E < (ea + bandCentre e V) / 2
      - √(((ea - bandCentre e V) / 2) ^ 2 + coupling V ^ 2) := by
  have : Nonempty ι := ⟨k⟩
  obtain ⟨hle, heq⟩ := lowest_le_bandCentre_model hV hE (twoLevel_lowest _ _ _)
  exact lt_of_le_of_ne hle fun h => hkl (heq.1 h k l)

end

end BandCentreVersusWidth
```

```lean
#print axioms BandCentreVersusWidth.exists_lowestLevel
-- 'BandCentreVersusWidth.exists_lowestLevel' depends on axioms: [propext, Classical.choice, Quot.sound]
#print axioms BandCentreVersusWidth.lowest_le_bandCentre_model
-- 'BandCentreVersusWidth.lowest_le_bandCentre_model' depends on axioms: [propext, Classical.choice, Quot.sound]
#print axioms BandCentreVersusWidth.lowest_lt_of_width
-- 'BandCentreVersusWidth.lowest_lt_of_width' depends on axioms: [propext, Classical.choice, Quot.sound]
```

## Reading the formal statement

The sites of `adsorbateH` form the type `Option ι`: `none` is the adsorbate and `some k` is substrate level $k$. `IsLevel` says that a number has a nonzero real eigenvector, and `IsLowestLevel` that it is the least such number. `coupling V` is $W$, `bandCentre e V` is $c$, and `twoLevel` builds $T$.

In `lowest_le_bandCentre_model`, `Nonempty ι` is $n\ge1$ and `hV` says that every substrate level has a nonzero coupling to the adsorbate. The numbers `E` and `E₂` enter as given lowest levels; `exists_lowestLevel` supplies such a number for every real Hermitian matrix on at least one site. The conclusion joins the inequality to the criterion `∀ k l, e k = e l`. In `lowest_lt_of_width`, "width" means only that two substrate levels differ; the conclusion is strict inequality with the closed form.

## From the derivation to the Lean proof

`isLevel_iff_mem_spectrum` links eigenvectors to Mathlib's spectrum through the determinant. `variational` replaces the eigenvector expansion by a shift: $A-E\cdot1$ has no negative eigenvalue, so it is positive semidefinite, and its quadratic form vanishes only on its kernel. The inequality carries the factor `x ⬝ᵥ x` because vectors are not normalised.

`adsorbateH_mulVec` writes out the rows of $Hx$, and `trial_energy` does the norm and energy sums for the trial vector. `isLevel_twoLevel_iff` gives the secular equation; `twoLevel_lowest` checks that the closed form solves it and that no smaller number does.

The main theorem first checks that $H$ is symmetric, then lifts the ground state `y` of $T$ and cancels the positive factor `y ⬝ᵥ y`. In the equality direction, `hrow` is the substrate row after multiplication by $W/V_k$, and `hy1` is $y_1\ne0$. In the converse, `hc` identifies each level with the centre, and `by_cases h0` separates the two cases for $x_a$. The last `linear_combination` combines the adsorbate row with the summed substrate rows to give the secular equation multiplied by $x_a$.
